# A strictly causal linear memory equation on $N$ times has one solution, the Born series with $N$ terms

On two times, $0$ and $1$, a memory kernel that looks only backwards has one entry that can be nonzero, $K_{10}$, so the equation $G=B+KG$ with source $B$ reads $G_0=B_0$ and $G_1=B_1+K_{10}G_0=B_1+K_{10}B_0$, a Born series that stops after first order. The following Lean file proves the corresponding statement for any finite number $N$ of times and counts the products in the memory sums of a retarded two-time $G$ when they are evaluated directly.

```lean
import Mathlib

open Finset

namespace CausalTimeStepping

variable {R : Type*} [CommRing R] {N : ℕ} {ι : Type*}

/-- A memory kernel on a time grid is strictly causal if its value at time `i` involves
only strictly earlier times. -/
def StrictlyCausal (K : Matrix (Fin N) (Fin N) R) : Prop :=
  ∀ i j, i ≤ j → K i j = 0

/-- The Born series of the source `B` in the kernel `K`, with orders `0` to `N - 1`. -/
def bornSeries (K : Matrix (Fin N) (Fin N) R) (B : Matrix (Fin N) ι R) :
    Matrix (Fin N) ι R :=
  ∑ m ∈ range N, K ^ m * B

/-- The kernel that delays a signal by exactly one time step. -/
def unitDelay (R : Type*) [CommRing R] (N : ℕ) : Matrix (Fin N) (Fin N) R :=
  fun i j => if (i : ℕ) = (j : ℕ) + 1 then 1 else 0

/-- After `m` scatterings from a strictly causal kernel at least `m` time steps have passed. -/
theorem pow_apply_eq_zero {K : Matrix (Fin N) (Fin N) R} (hK : StrictlyCausal K) (m : ℕ) :
    ∀ i j : Fin N, (i : ℕ) < (j : ℕ) + m → (K ^ m) i j = 0 := by
  induction m with
  | zero =>
    intro i j h
    have hne : i ≠ j := by
      intro e
      rw [e] at h
      omega
    rw [pow_zero, Matrix.one_apply_ne hne]
  | succ m ih =>
    intro i j h
    rw [pow_succ', Matrix.mul_apply]
    refine Finset.sum_eq_zero fun l _ => ?_
    by_cases hl : i ≤ l
    · rw [hK i l hl, zero_mul]
    · have hli : (l : ℕ) < (i : ℕ) := not_le.mp hl
      rw [ih l j (by omega), mul_zero]

/-- Starting from `G = G` and replacing `G` on the right by `B + K G` `n` times gives the first `n`
Born orders and a remainder. -/
theorem born_iteration {K : Matrix (Fin N) (Fin N) R} {B G : Matrix (Fin N) ι R}
    (h : G = B + K * G) (n : ℕ) :
    G = ∑ m ∈ range n, K ^ m * B + K ^ n * G := by
  induction n with
  | zero => simp
  | succ n ih =>
    have step : K ^ n * G = K ^ n * B + K ^ (n + 1) * G := by
      calc K ^ n * G = K ^ n * (B + K * G) := by rw [← h]
        _ = K ^ n * B + K ^ (n + 1) * G := by
          rw [Matrix.mul_add, ← Matrix.mul_assoc, ← pow_succ]
    rw [Finset.sum_range_succ, add_assoc, ← step]
    exact ih

/-- For a strictly causal kernel on `N` times, the equation `G = B + K G` has exactly one
solution for every source, the Born series with `N` terms. -/
theorem solution_iff_bornSeries {K : Matrix (Fin N) (Fin N) R} (hK : StrictlyCausal K)
    (B G : Matrix (Fin N) ι R) :
    G = B + K * G ↔ G = bornSeries K B := by
  -- no history is long enough for `N` scatterings
  have hN : K ^ N = 0 := by
    ext i j
    exact pow_apply_eq_zero hK N i j (by have := i.isLt; omega)
  constructor
  · intro h
    have hn := born_iteration h N
    rw [hN, Matrix.zero_mul, add_zero] at hn
    exact hn
  · rintro rfl
    unfold bornSeries
    have e : K * ∑ m ∈ range N, K ^ m * B = ∑ m ∈ range N, K ^ (m + 1) * B := by
      rw [Matrix.mul_sum]
      refine Finset.sum_congr rfl fun m _ => ?_
      rw [← Matrix.mul_assoc, ← pow_succ']
    -- split the series with `N + 1` terms at either end
    have t := Finset.sum_range_succ (fun m => K ^ m * B) N
    rw [Finset.sum_range_succ'] at t
    simp only [pow_zero, Matrix.one_mul, hN, Matrix.zero_mul, add_zero] at t
    rw [e, add_comm B]
    exact t.symm

/-- If two sources and two kernels agree in all rows up to time `n`, and the first kernel is
strictly causal, then solutions of the two equations agree up to time `n`. -/
theorem solution_depends_on_past {K K' : Matrix (Fin N) (Fin N) R}
    {B B' G G' : Matrix (Fin N) ι R} (hK : StrictlyCausal K)
    (hG : G = B + K * G) (hG' : G' = B' + K' * G') (n : Fin N)
    (hB : ∀ i ≤ n, ∀ j, B i j = B' i j) (hKK : ∀ i ≤ n, ∀ l, K i l = K' i l) :
    ∀ i ≤ n, ∀ j, G i j = G' i j := by
  have key : ∀ k : ℕ, ∀ i : Fin N, (i : ℕ) = k → i ≤ n → ∀ j, G i j = G' i j := by
    intro k
    induction k using Nat.strong_induction_on with
    | _ k ih =>
      intro i hk hi j
      have e := congrFun (congrFun hG i) j
      have e' := congrFun (congrFun hG' i) j
      rw [Matrix.add_apply, Matrix.mul_apply] at e e'
      rw [e, e', hB i hi j]
      congr 1
      refine Finset.sum_congr rfl fun l _ => ?_
      by_cases hl : l < i
      · rw [hKK i hi l, ih l.val (by rw [← hk]; exact hl) l rfl (hl.le.trans hi) j]
      · rw [← hKK i hi l, hK i l (not_lt.mp hl), zero_mul, zero_mul]
  exact fun i hi j => key i i rfl hi j

/-- Over a nontrivial ring, the unit delay on `N + 1` times is strictly causal and its `N`-th power
is not zero. -/
theorem unitDelay_witness [Nontrivial R] (N : ℕ) :
    StrictlyCausal (unitDelay R (N + 1)) ∧ unitDelay R (N + 1) ^ N ≠ 0 := by
  constructor
  · intro i j hij
    have h : (i : ℕ) ≤ (j : ℕ) := hij
    exact if_neg (by omega)
  · -- `m` delays carry a signal from time `j` to time `j + m`
    have key : ∀ m : ℕ, ∀ i j : Fin (N + 1), (i : ℕ) = (j : ℕ) + m →
        (unitDelay R (N + 1) ^ m) i j = 1 := by
      intro m
      induction m with
      | zero =>
        intro i j h
        have hij : i = j := Fin.ext h
        rw [hij, pow_zero, Matrix.one_apply_eq]
      | succ m ih =>
        intro i j h
        have hl : (j : ℕ) + m < N + 1 := by have := i.isLt; omega
        have h1 : unitDelay R (N + 1) i ⟨(j : ℕ) + m, hl⟩ = 1 := if_pos h
        rw [pow_succ', Matrix.mul_apply, Finset.sum_eq_single ⟨(j : ℕ) + m, hl⟩]
        · rw [h1, ih ⟨(j : ℕ) + m, hl⟩ j rfl, mul_one]
        · intro l _ hne
          have h0 : unitDelay R (N + 1) i l = 0 := by
            refine if_neg fun e => hne (Fin.ext ?_)
            change (l : ℕ) = (j : ℕ) + m
            omega
          rw [h0, zero_mul]
        · intro hn
          exact absurd (Finset.mem_univ _) hn
    intro h0
    have h1 := key N (Fin.last N) 0 (by simp)
    rw [h0, Matrix.zero_apply] at h1
    exact zero_ne_one h1

/-- For a strictly causal `K` and a retarded `G` the memory integral at times `i`, `j` reduces to a
sum over the times `l` with `j ≤ l < i`. -/
theorem memory_integral {K G : Matrix (Fin N) (Fin N) R} (hK : StrictlyCausal K)
    (hG : ∀ i j, i < j → G i j = 0) (i j : Fin N) :
    (K * G) i j = ∑ l ∈ Ico j i, K i l * G l j := by
  rw [Matrix.mul_apply]
  symm
  refine Finset.sum_subset (Finset.subset_univ _) fun l _ hl => ?_
  by_cases h : l < j
  · rw [hG l j h, mul_zero]
  · have hil : i ≤ l := by
      by_contra hc
      exact hl (Finset.mem_Ico.mpr ⟨not_lt.mp h, not_le.mp hc⟩)
    rw [hK i l hil, zero_mul]

/-- A memory that shrinks by one step at a time from length `k` has total length
`k (k + 1) / 2`. -/
theorem two_mul_sum_sub (k : ℕ) :
    ∀ M : ℕ, k ≤ M → 2 * ∑ j ∈ range M, (k - j) = k * (k + 1) := by
  induction k with
  | zero => intro M _; simp
  | succ k ih =>
    intro M hM
    obtain ⟨M, rfl⟩ : ∃ M', M = M' + 1 := ⟨M - 1, by omega⟩
    rw [Finset.sum_range_succ']
    simp only [Nat.add_sub_add_right, Nat.sub_zero]
    rw [mul_add, ih M (by omega)]
    ring

/-- The number `c` of products in all memory integrals over `j ≤ l < i` on `N` times
satisfies `6 c + N = N ^ 3`. -/
theorem stepping_cost (N : ℕ) :
    6 * (∑ i : Fin N, ∑ j : Fin N, (Ico j i).card) + N = N ^ 3 := by
  have inner : ∀ i : Fin N,
      2 * ∑ j : Fin N, (Ico j i).card = (i : ℕ) * ((i : ℕ) + 1) := by
    intro i
    simp only [Fin.card_Ico]
    rw [Fin.sum_univ_eq_sum_range (fun j => (i : ℕ) - j) N]
    exact two_mul_sum_sub i N i.isLt.le
  have outer : ∀ M : ℕ, 3 * (∑ i ∈ range M, i * (i + 1)) + M = M ^ 3 := by
    intro M
    induction M with
    | zero => simp
    | succ M ih =>
      rw [Finset.sum_range_succ]
      linear_combination ih
  have total : 2 * (∑ i : Fin N, ∑ j : Fin N, (Ico j i).card)
      = ∑ i ∈ range N, i * (i + 1) := by
    rw [Finset.mul_sum, Finset.sum_congr rfl (fun i _ => inner i)]
    exact Fin.sum_univ_eq_sum_range (fun i => i * (i + 1)) N
  have := outer N
  omega

/-- With the equal-time term included, the triples `j ≤ l ≤ i` on `N` times number
`N (N + 1) (N + 2) / 6`. -/
theorem triple_count (N : ℕ) :
    6 * (∑ i : Fin N, ∑ j : Fin N, (Icc j i).card) = N * (N + 1) * (N + 2) := by
  have inner : ∀ i : Fin N,
      2 * ∑ j : Fin N, (Icc j i).card = ((i : ℕ) + 1) * ((i : ℕ) + 1 + 1) := by
    intro i
    simp only [Fin.card_Icc]
    rw [Fin.sum_univ_eq_sum_range (fun j => (i : ℕ) + 1 - j) N]
    exact two_mul_sum_sub (i + 1) N i.isLt
  have outer : ∀ M : ℕ,
      3 * (∑ i ∈ range M, (i + 1) * (i + 1 + 1)) = M * (M + 1) * (M + 2) := by
    intro M
    induction M with
    | zero => simp
    | succ M ih =>
      rw [Finset.sum_range_succ]
      linear_combination ih
  have total : 2 * (∑ i : Fin N, ∑ j : Fin N, (Icc j i).card)
      = ∑ i ∈ range N, (i + 1) * (i + 1 + 1) := by
    rw [Finset.mul_sum, Finset.sum_congr rfl (fun i _ => inner i)]
    exact Fin.sum_univ_eq_sum_range (fun i => (i + 1) * (i + 1 + 1)) N
  rw [← outer N, ← total]
  ring

end CausalTimeStepping
```

## One equation, one finite series

The times are numbered $0,\dots,N-1$, the elements of `Fin N`. The kernel $K$ is an $N\times N$ matrix with entries in a commutative ring `R`, for instance the complex numbers. Its row index is the time at which the memory acts, and its column index is the time that is remembered. `StrictlyCausal K` says that $K_{ij}=0$ whenever $i\le j$, so the diagonal vanishes too.

The source $B$ and the unknown $G$ have one row per time and columns labelled by an arbitrary type `ι`. A single column describes one signal. If the columns are themselves times, $G$ is a two-time Green function.

The main theorem, `solution_iff_bornSeries`, states that for a strictly causal $K$ and all $B$ and $G$,

$$G=B+KG\quad\Longleftrightarrow\quad G=\sum_{m=0}^{N-1}K^mB .$$

Read from right to left, this says that the series is a solution. Read from left to right, it says that there is no other. The strength of the kernel plays no role, since the sum is finite and raises no question of convergence.

## The retarded Dyson equation with a given self-energy

In nonequilibrium dynamical mean-field theory, the retarded Green function obeys a Dyson equation of the form

$$G(t,t')=g(t,t')+\int_{t'}^{t}\!ds\,K(t,s)\,G(s,t'),$$

where $g$ is a reference Green function and $K$ is the time convolution of $g$ with the self-energy. Put this on a grid $t_i=i\,\Delta t$ and approximate the integral by the left-endpoint rule. The source becomes $B_{ij}=g(t_i,t_j)$, and the kernel becomes $K_{il}=\Delta t\,K(t_i,t_l)$ for $l<i$ and zero otherwise. The result is $G=B+KG$ with a strictly causal matrix.

The hypothesis thus stands for two things: the physical fact that a response is driven by the past, and a discretisation in which the present value does not enter its own memory integral. A quadrature rule that gives weight to $s=t$ puts nonzero entries on the diagonal of the matrix if $K(t,t)\neq0$, which happens here when the self-energy has an instantaneous part. Solving for $G_{ij}$ then means dividing by $1-K_{ii}$, and the theorems do not treat that case.

The kernel is also given in advance. In a full DMFT calculation the self-energy depends on $G$, and the self-consistency loop that results is not modelled here. Neither is the limit $\Delta t\to0$. The entries are commuting scalars, which fits a single orbital most directly.

## Why the series stops

Each application of $K$ moves at least one step forward in time. In formulas,

$$(K^m)_{ij}=0\quad\text{whenever } i<j+m .$$

For $m=0$ the matrix is the identity, and $i<j$ is an off-diagonal position. Suppose the claim holds for $m$, and let $i<j+m+1$. In

$$(K^{m+1})_{ij}=\sum_l K_{il}\,(K^m)_{lj}$$

every term vanishes. If $l\ge i$, the first factor is zero by strict causality. If $l<i$, then $l\le i-1<j+m$, and the second factor is zero by the induction hypothesis. This is `pow_apply_eq_zero`, where `by_cases hl : i ≤ l` makes the same distinction. For $m=N$ the condition $i<j+N$ holds for all $i$ and $j$, because $i<N$. Hence $K^N=0$, which is `hN` in the main proof.

For uniqueness, let $G$ be any solution. Start from $G=G$ and repeatedly replace the $G$ on the right by $B+KG$. After $n$ replacements,

$$G=\sum_{m=0}^{n-1}K^mB+K^nG .$$

For $n=0$ this reads $G=G$. The next step rewrites the remainder as

$$K^nG=K^n(B+KG)=K^nB+K^{n+1}G,$$

which adds one more Born order. The lemma `born_iteration` carries out this induction and needs no causality. At $n=N$ the remainder contains $K^N=0$, so $G$ equals the series.

For existence, write $S=\sum_{m=0}^{N-1}K^mB$ and insert it into the right-hand side:

$$B+KS=B+\sum_{m=0}^{N-1}K^{m+1}B=\sum_{m=0}^{N}K^mB=S+K^NB=S .$$

In Lean, `e` moves $K$ inside the sum. The equation `t` takes the series with $N+1$ terms and splits it once at its first term and once at its last, which gives the two outer expressions of this chain.

## A delay line that needs every order

For particular kernels the series may end sooner, but in general all $N$ terms are needed. The example is `unitDelay`, the matrix $D$ with $D_{ij}=1$ if $i=j+1$ and zero otherwise. It passes a signal on by exactly one time step.

Its powers satisfy $(D^m)_{ij}=1$ whenever $i=j+m$. This is clear for $m=0$. For $i=j+m+1$, the sum $\sum_l D_{il}(D^m)_{lj}$ has a nonzero first factor only at $l=i-1=j+m$, where both factors equal one. The tactic proof isolates this term with `Finset.sum_eq_single`.

The theorem `unitDelay_witness` uses $N+1$ times, so that the Born series runs through order $N$. The entry of $D^N$ that leads from time $0$ to time $N$ is $1$, hence $D^N\neq0$. The assumption `Nontrivial R` ensures that $1\neq0$ in the ring. With the identity matrix as source, the term of order $N$ is $D^N$ itself, and a series without it would miss the signal that crosses the whole grid.

## Later data leave earlier values alone

Written in components, the equation is a recipe for time stepping:

$$G_{ij}=B_{ij}+\sum_{l<i}K_{il}G_{lj}.$$

The right-hand side contains only rows of $G$ that have already been computed. The theorem `solution_depends_on_past` draws the consequence for two problems $(K,B)$ and $(K',B')$ with solutions $G$ and $G'$. If the sources and the kernels agree in all rows $i\le n$, then so do the solutions.

The proof is a strong induction on the time $i\le n$. The sources agree at time $i$ by assumption, so the two memory sums remain to be compared term by term:

- For $l<i$, the kernel entries agree by assumption, and $G_{lj}=G'_{lj}$ by the induction hypothesis.
- For $l\ge i$, strict causality gives $K_{il}=0$. Since $K'_{il}=K_{il}$ in this row, both terms vanish.

Only $K$ has to be assumed strictly causal, because $K'$ inherits the property in the rows that matter. For a simulation with a prescribed kernel on a finite grid, this means that the self-energy can be changed at later times without recomputing what came before. The recipe above shows that a run can also be extended to more times in this way. Existence, uniqueness and this independence of later data are the sense in which the stepping is well posed here. The growth of rounding errors is a different question.

## Cubic growth of the memory sums

Now let the columns of $G$ be times as well, and let $G$ be retarded, meaning $G_{ij}=0$ for $i<j$. The theorem `memory_integral` takes this property as a hypothesis. In $(KG)_{ij}=\sum_l K_{il}G_{lj}$ the terms with $l<j$ vanish because $G$ is retarded, and those with $l\ge i$ vanish because $K$ is strictly causal. What remains is

$$(KG)_{ij}=\sum_{j\le l<i}K_{il}G_{lj},$$

with the range written `Ico j i` in Lean. It has $i-j$ terms if $j\le i$ and none otherwise.

For fixed $i$, summing over $j$ gives $i+(i-1)+\dots+1=i(i+1)/2$ products. The lemma `two_mul_sum_sub` proves this in doubled form, by splitting off the longest memory and using induction for the rest. The total number of products is therefore

$$c=\frac12\sum_{i=0}^{N-1}i(i+1).$$

To evaluate it, one shows by induction on $M$ that

$$3\sum_{i=0}^{M-1}i(i+1)+M=M^3 .$$

Both sides vanish at $M=0$. Going from $M$ to $M+1$ adds $3M(M+1)+1$ on the left, which is exactly $(M+1)^3-M^3$. At $M=N$ the result is $6c+N=N^3$, the statement of `stepping_cost`, or

$$c=\frac{(N-1)N(N+1)}{6}.$$

For $N=2$ this gives $c=1$, the single product $K_{10}G_{00}$.

If the equal-time term $l=i$ is counted as well, the range becomes $j\le l\le i$, which is `Icc j i`. Row $i$ then contributes $(i+1)(i+2)/2$ terms. The induction now rests on

$$M(M+1)(M+2)+3(M+1)(M+2)=(M+1)(M+2)(M+3),$$

and the number of triples comes out as $N(N+1)(N+2)/6$. This is `triple_count`, stated with the factor $6$ on the other side so that it remains an equation between natural numbers.

Both counts grow as $N^3/6$, so for large $N$ doubling the number of time steps makes the direct summation of a full two-time Green function about eight times as expensive. The count covers the products in $KG$ for a kernel that is already known. It does not include the work of building $K$, and it sets no lower bound for algorithms that organise the memory differently.

```lean
#print axioms CausalTimeStepping.solution_iff_bornSeries
-- 'CausalTimeStepping.solution_iff_bornSeries' depends on axioms: [propext, Classical.choice, Quot.sound]
#print axioms CausalTimeStepping.memory_integral
-- 'CausalTimeStepping.memory_integral' depends on axioms: [propext, Classical.choice, Quot.sound]
#print axioms CausalTimeStepping.stepping_cost
-- 'CausalTimeStepping.stepping_cost' depends on axioms: [propext, Classical.choice, Quot.sound]
#print axioms CausalTimeStepping.triple_count
-- 'CausalTimeStepping.triple_count' depends on axioms: [propext, Classical.choice, Quot.sound]
```
